# Hoerl–Kennard inequality: ridge risk below least-squares risk for a full-rank design, white noise and a bounded penalty

Comparing two estimators requires deciding what is random. Here the design matrix $X$ and the true parameter vector $\beta$ are fixed, and only the noise $\varepsilon$ in the data $y = X\beta + \varepsilon$ fluctuates. Index $k$ (or $j$) labels observations and $i$ labels parameters. The noise is specified by two moments, $E\,\varepsilon_k = 0$ and $E\,\varepsilon_k\varepsilon_j = s\,\delta_{kj}$: unbiased, uncorrelated measurements of common variance $s$, with no Gaussian assumption. This describes, for instance, a force field linear in finitely many parameters fitted to statistically noisy energies, provided the linear model is exact and the errors are white.

## Bias and variance mode by mode

The ridge estimate with penalty $l$ is $\hat\beta_l = (X^TX + l\,1)^{-1}X^Ty$, least squares is $l = 0$, and the risk is $R(l) = E\|\hat\beta_l - \beta\|^2$. Write $X^TX = UDU^T$ with $U$ orthogonal and $D = \mathrm{diag}(d_i)$, and set $t = U^T\beta$. Mode $i$ is column $i$ of $U$, a direction in parameter space with eigenvalue $d_i$ and signal component $t_i$.

**Claim.** For at least one parameter, all $d_i > 0$, $s > 0$, $l > 0$ and $l t_i^2 \le 2s$ for all $i$,
$$R(l) = \sum_i \frac{s d_i + l^2t_i^2}{(d_i+l)^2} < \sum_i \frac{s}{d_i} = R(0).$$

Positivity of $d_i$ means that the data constrain every parameter direction. The bound on $l$ limits the shrinkage bias relative to the noise: the larger the signal components, the smaller the penalties it admits. It is sufficient, not necessary: a mode with $t_i^2 d_i \le s$ is improved by every $l > 0$.

Put $Z = XU$, so that $Z^TZ = D$ and $Z^TX = DU^T$. Since $X^TX + l\,1 = U(D + l\,1)U^T$, we have $(U^T\hat\beta_l)_i = (Z^Ty)_i/(d_i+l)$. Inserting $Z^Ty = Dt + Z^T\varepsilon$,
$$\big(U^T(\hat\beta_l-\beta)\big)_i = \frac{d_it_i + (Z^T\varepsilon)_i}{d_i+l} - t_i = \frac{-lt_i + \sum_k Z_{ki}\varepsilon_k}{d_i+l}.$$
The rotation preserves length, so the squared error is the sum of the squares of these components. For a number $b$ and a vector $c$, $E(b + \sum_k c_k\varepsilon_k)^2 = b^2 + s\sum_k c_k^2$, because the cross term has zero mean and only diagonal products survive. With $b = -lt_i$, $c_k = Z_{ki}$ and $\sum_k Z_{ki}^2 = d_i$, the formula for $R(l)$ follows, and $l = 0$ gives $\sum_i s/d_i$.

For one mode, dropping the index,
$$s(d+l)^2 - (sd + l^2t^2)\,d = l\,\big[s(2d+l) - lt^2d\big].$$
The ridge term is therefore below $s/d$ exactly when $lt^2d < s(2d+l)$. If $lt^2 \le 2s$, then $lt^2d \le 2sd < 2sd + sl$, and summing over modes proves the claim. If $lt^2 > 2s$, the eigenvalue $d = sl/(lt^2-2s)$ makes the bracket vanish, so the strict inequality fails for that mode.

The names Hoerl and Kennard usually label the existence of some improving $l$. The theorems below give a sufficient range instead; that it is never empty, containing $0 < l \le 2s/\max_i t_i^2$ or every $l > 0$ when $t = 0$, is immediate but not stated in the Lean code. The range depends on the unknown $\beta$, so it is no recipe for choosing $l$ from data.

## Estimator, risk and noise in Lean

The finite types `n` and `p` index observations and parameters, and `Ω` is the sample space.

```lean
import Mathlib

open Matrix MeasureTheory

namespace RidgeRisk

noncomputable section

variable {n p Ω : Type*} [Fintype n] [Fintype p] [DecidableEq n] [DecidableEq p]
  [MeasurableSpace Ω]
```

Lean gives a singular matrix the inverse zero; the hypothesis `d i + l ≠ 0` excludes that case in the theorems about `ridge`.

```lean
/-- Ridge estimate `(XᵀX + l)⁻¹ Xᵀ y`; `l = 0` is least squares. -/
def ridge (X : Matrix n p ℝ) (l : ℝ) (y : n → ℝ) : p → ℝ :=
  (Xᵀ * X + l • (1 : Matrix p p ℝ))⁻¹ *ᵥ (Xᵀ *ᵥ y)
```

The expectation is an integral against `μ`, later required to be a probability measure. The error is Euclidean in the parameters, not in the predictions.

```lean
/-- Mean squared error of the ridge estimate of `β` from data `X β + ε`. -/
def risk (μ : Measure Ω) (X : Matrix n p ℝ) (l : ℝ) (β : p → ℝ) (ε : n → Ω → ℝ) : ℝ :=
  ∫ ω, ∑ i, (ridge X l (X *ᵥ β + fun k => ε k ω) i - β i) ^ 2 ∂μ
```

`modeRisk` is the left-hand sum of the claim.

```lean
/-- Variance plus squared bias, summed over modes. -/
def modeRisk (s l : ℝ) (d t : p → ℝ) : ℝ :=
  ∑ i, (s * d i + l ^ 2 * t i ^ 2) / (d i + l) ^ 2
```

The diagonalisation is supplied as a hypothesis, not derived from the spectral theorem.

```lean
/-- `XᵀX = U diag(d) Uᵀ` with `U` orthogonal. -/
structure Spectral (X : Matrix n p ℝ) (U : Matrix p p ℝ) (d : p → ℝ) : Prop where
  orth : Uᵀ * U = 1
  diag : Xᵀ * X = U * diagonal d * Uᵀ
```

Here `ε k ω` is the error of observation $k$ in outcome `ω`. Square-integrability makes the moments meaningful.

```lean
/-- Square-integrable noise of zero mean, uncorrelated, of variance `s`. -/
structure WhiteNoise (μ : Measure Ω) (s : ℝ) (ε : n → Ω → ℝ) : Prop where
  memLp : ∀ k, MemLp (ε k) 2 μ
  mean : ∀ k, ∫ ω, ε k ω ∂μ = 0
  cov : ∀ k j, ∫ ω, ε k ω * ε j ω ∂μ = if k = j then s else 0
```

## The scalar inequality and the constant 2

`key` is the polynomial identity above; `div_lt_div_iff₀` clears denominators, and the factor $l > 0$ is cancelled or restored.

```lean
/-- For `d > 0` and `l > 0`, the ridge term of one mode is below `s / d` exactly when `l t² d < s
(2d + l)`. -/
theorem mode_lt_iff {s l d t : ℝ} (hd : 0 < d) (hl : 0 < l) :
    (s * d + l ^ 2 * t ^ 2) / (d + l) ^ 2 < s / d ↔ l * t ^ 2 * d < s * (2 * d + l) := by
  have key : s * (d + l) ^ 2 - (s * d + l ^ 2 * t ^ 2) * d
      = l * (s * (2 * d + l) - l * t ^ 2 * d) := by ring
  rw [div_lt_div_iff₀ (by positivity) hd]
  constructor
  · intro h
    have h1 : 0 < l * (s * (2 * d + l) - l * t ^ 2 * d) := by linarith
    have := (mul_pos_iff_of_pos_left hl).mp h1
    linarith
  · intro h
    have := mul_pos hl (sub_pos.mpr h)
    linarith
```

Termwise strict inequalities are added; `Nonempty p` is needed because two empty sums are equal. `h1` is $lt_i^2d_i \le 2sd_i$ and `h2` is $sl > 0$.

```lean
omit [DecidableEq p] in
/-- For at least one mode, all `dᵢ > 0`, `s > 0` and `l > 0`: if `l tᵢ² ≤ 2s` for all modes, the
mode sum is below `∑ s / dᵢ`. -/
theorem hoerl_kennard [Nonempty p] {s l : ℝ} {d t : p → ℝ} (hd : ∀ i, 0 < d i) (hs : 0 < s)
    (hl : 0 < l) (ht : ∀ i, l * t i ^ 2 ≤ 2 * s) : modeRisk s l d t < ∑ i, s / d i := by
  refine Finset.sum_lt_sum_of_nonempty Finset.univ_nonempty fun i _ => ?_
  rw [mode_lt_iff (hd i) hl]
  have h1 := mul_le_mul_of_nonneg_right (ht i) (hd i).le
  have h2 := mul_pos hs hl
  linarith
```

Sharpness concerns one mode and all $d > 0$ together: no larger constant works for every eigenvalue. For a given design the condition is sufficient, and necessity is not claimed.

```lean
/-- If `l t² > 2s`, there is `d > 0` whose ridge term is at least `s / d`. -/
theorem threshold_sharp {s l t : ℝ} (hs : 0 < s) (hl : 0 < l) (ht : 2 * s < l * t ^ 2) :
    ∃ d, 0 < d ∧ s / d ≤ (s * d + l ^ 2 * t ^ 2) / (d + l) ^ 2 := by
  have hg : 0 < l * t ^ 2 - 2 * s := sub_pos.mpr ht
  obtain ⟨d, hd, he⟩ : ∃ d, 0 < d ∧ d * (l * t ^ 2 - 2 * s) = s * l :=
    ⟨s * l / (l * t ^ 2 - 2 * s), div_pos (mul_pos hs hl) hg, div_mul_cancel₀ _ hg.ne'⟩
  refine ⟨d, hd, not_lt.mp fun h => ?_⟩
  rw [mode_lt_iff hd hl] at h
  linarith
```

## From the estimator to the mode sum

`hA` writes the regularised Gram matrix as $U(D+l\,1)U^T$, and `hinv` identifies its inverse by multiplying out.

```lean
omit [DecidableEq n] in
/-- In the basis `U` the ridge estimate has components `((XU)ᵀ y)ᵢ / (dᵢ + l)`. -/
theorem ridge_eq {X : Matrix n p ℝ} {U : Matrix p p ℝ} {d : p → ℝ} {l : ℝ}
    (h : Spectral X U d) (hdl : ∀ i, d i + l ≠ 0) (y : n → ℝ) :
    ridge X l y = U *ᵥ fun i => ((X * U)ᵀ *ᵥ y) i / (d i + l) := by
  have hU : U * Uᵀ = 1 := mul_eq_one_comm.mp h.orth
  have hD : diagonal (fun i => d i + l) = diagonal d + l • (1 : Matrix p p ℝ) := by
    ext i j
    by_cases hij : i = j <;> simp [one_apply, hij]
  have hA : Xᵀ * X + l • (1 : Matrix p p ℝ) = U * diagonal (fun i => d i + l) * Uᵀ := by
    rw [hD, Matrix.mul_add, Matrix.add_mul, Matrix.mul_smul, Matrix.mul_one, Matrix.smul_mul,
      hU, h.diag]
  have hDD : diagonal (fun i => d i + l) * diagonal (fun i => (d i + l)⁻¹)
      = (1 : Matrix p p ℝ) := by
    rw [diagonal_mul_diagonal, ← diagonal_one]
    congr 1
    funext i
    exact mul_inv_cancel₀ (hdl i)
  -- the regularised Gram matrix is inverted mode by mode
  have hinv : (Xᵀ * X + l • (1 : Matrix p p ℝ))⁻¹
      = U * diagonal (fun i => (d i + l)⁻¹) * Uᵀ := by
    apply inv_eq_right_inv
    rw [hA]
    calc _ = U * (diagonal (fun i => d i + l) * (Uᵀ * U) * diagonal (fun i => (d i + l)⁻¹))
          * Uᵀ := by simp only [Matrix.mul_assoc]
      _ = 1 := by rw [h.orth, Matrix.mul_one, hDD, Matrix.mul_one, hU]
  rw [ridge, hinv, ← mulVec_mulVec, ← mulVec_mulVec]
  congr 1
  funext i
  simp only [mulVec_diagonal, transpose_mul, ← mulVec_mulVec, div_eq_inv_mul]
```

For a fixed noise vector `e`, `hZX` is $Z^TX = DU^T$, `key` is the component formula for the error, and `hw` is invariance of length.

```lean
omit [DecidableEq n] in
/-- The squared error for a noise vector `e`, as a sum over modes of bias plus noise. -/
theorem error_eq {X : Matrix n p ℝ} {U : Matrix p p ℝ} {d : p → ℝ} {l : ℝ}
    (h : Spectral X U d) (hdl : ∀ i, d i + l ≠ 0) (β : p → ℝ) (e : n → ℝ) :
    ∑ i, (ridge X l (X *ᵥ β + e) i - β i) ^ 2
      = ∑ i, (-(l * (Uᵀ *ᵥ β) i) + ∑ k, (X * U) k i * e k) ^ 2 / (d i + l) ^ 2 := by
  have hU : U * Uᵀ = 1 := mul_eq_one_comm.mp h.orth
  have hβ : ∀ a, U *ᵥ a - β = U *ᵥ (a - Uᵀ *ᵥ β) := by
    intro a
    rw [mulVec_sub, mulVec_mulVec, hU, one_mulVec]
  -- the rotation preserves lengths
  have hw : ∀ w : p → ℝ, ∑ i, (U *ᵥ w) i ^ 2 = ∑ i, w i ^ 2 := by
    intro w
    have : (U *ᵥ w) ⬝ᵥ (U *ᵥ w) = w ⬝ᵥ w := by
      rw [dotProduct_mulVec, vecMul_mulVec, h.orth, vecMul_one]
    simp only [sq]
    exact this
  have hZX : (X * U)ᵀ * X = diagonal d * Uᵀ := by
    rw [transpose_mul, Matrix.mul_assoc, h.diag, ← Matrix.mul_assoc, ← Matrix.mul_assoc,
      h.orth, Matrix.one_mul]
  have hsig : (X * U)ᵀ *ᵥ (X *ᵥ β) = diagonal d *ᵥ (Uᵀ *ᵥ β) := by
    rw [mulVec_mulVec, mulVec_mulVec, hZX]
  have key : ridge X l (X *ᵥ β + e) - β
      = U *ᵥ fun i => (-(l * (Uᵀ *ᵥ β) i) + ∑ k, (X * U) k i * e k) / (d i + l) := by
    rw [ridge_eq h hdl, hβ]
    congr 1
    funext i
    have hi := hdl i
    have hn : ((X * U)ᵀ *ᵥ e) i = ∑ k, (X * U) k i * e k := rfl
    simp only [Pi.sub_apply, mulVec_add, hsig, Pi.add_apply, mulVec_diagonal]
    rw [hn]
    field_simp
    ring
  have := hw fun i => (-(l * (Uᵀ *ᵥ β) i) + ∑ k, (X * U) k i * e k) / (d i + l)
  rw [← key] at this
  simpa only [Pi.sub_apply, div_pow] using this
```

A finite sum may be averaged term by term when each term is integrable.

```lean
/-- A finite sum of integrable quantities is integrable and is averaged term by term. -/
theorem average_sum {ι : Type*} [Fintype ι] {μ : Measure Ω} (f : ι → Ω → ℝ)
    (hf : ∀ i, Integrable (f i) μ) :
    Integrable (fun ω => ∑ i, f i ω) μ ∧ ∫ ω, ∑ i, f i ω ∂μ = ∑ i, ∫ ω, f i ω ∂μ := by
  constructor
  · exact integrable_finsetSum _ fun i _ => hf i
  · exact integral_finsetSum _ fun i _ => hf i
```

`hexp` expands the square, `j1` removes the cross term using `mean`, and `j2` collapses the double sum using `cov`.

```lean
/-- For white noise `(b + c·ε)²` is integrable with mean `b² + s ∑ cₖ²`. -/
theorem mean_sq {μ : Measure Ω} [IsProbabilityMeasure μ] {s : ℝ} {ε : n → Ω → ℝ}
    (h : WhiteNoise μ s ε) (b : ℝ) (c : n → ℝ) :
    Integrable (fun ω => (b + ∑ k, c k * ε k ω) ^ 2) μ ∧
      ∫ ω, (b + ∑ k, c k * ε k ω) ^ 2 ∂μ = b ^ 2 + s * ∑ k, c k ^ 2 := by
  have h1 : ∀ k, Integrable (ε k) μ := fun k => (h.memLp k).integrable one_le_two
  have h2 : ∀ k j, Integrable (fun ω => ε k ω * ε j ω) μ :=
    fun k j => (h.memLp k).integrable_mul (h.memLp j)
  have hexp : (fun ω => (b + ∑ k, c k * ε k ω) ^ 2) = fun ω =>
      b ^ 2 + ∑ k, 2 * b * c k * ε k ω + ∑ k, ∑ j, c k * c j * (ε k ω * ε j ω) := by
    funext ω
    have e1 : ∑ k, 2 * b * c k * ε k ω = 2 * b * ∑ k, c k * ε k ω := by
      rw [Finset.mul_sum]
      exact Finset.sum_congr rfl fun k _ => by ring
    have e2 : ∑ k, ∑ j, c k * c j * (ε k ω * ε j ω)
        = (∑ k, c k * ε k ω) * ∑ k, c k * ε k ω := by
      rw [Finset.sum_mul_sum]
      exact Finset.sum_congr rfl fun k _ => Finset.sum_congr rfl fun j _ => by ring
    rw [e1, e2]
    ring
  have i1 := average_sum (fun k ω => 2 * b * c k * ε k ω) fun k => (h1 k).const_mul _
  have i2 := fun k => average_sum (fun j ω => c k * c j * (ε k ω * ε j ω))
    fun j => (h2 k j).const_mul _
  have i3 := average_sum (fun k ω => ∑ j, c k * c j * (ε k ω * ε j ω)) fun k => (i2 k).1
  have i4 : Integrable (fun ω => b ^ 2 + ∑ k, 2 * b * c k * ε k ω) μ :=
    (integrable_const _).add i1.1
  -- the cross term vanishes, the quadratic term keeps its diagonal
  have j1 : ∫ ω, ∑ k, 2 * b * c k * ε k ω ∂μ = 0 := by
    rw [i1.2]
    simp only [integral_const_mul, h.mean, mul_zero, Finset.sum_const_zero]
  have j2 : ∀ k, ∫ ω, ∑ j, c k * c j * (ε k ω * ε j ω) ∂μ = s * c k ^ 2 := by
    intro k
    rw [(i2 k).2]
    simp only [integral_const_mul, h.cov, mul_ite, mul_zero, Finset.sum_ite_eq,
      Finset.mem_univ, if_true]
    ring
  rw [hexp]
  refine ⟨i4.add i3.1, ?_⟩
  rw [integral_add i4 i3.1, integral_add (integrable_const (b ^ 2)) i1.1, j1, i3.2]
  simp only [j2]
  simp [Finset.mul_sum]
```

`hZ` is $\sum_k Z_{ki}^2 = d_i$. The `calc` chain substitutes `error_eq` under the integral, exchanges sum and average, and applies `mean_sq` per mode. Of the eigenvalues and the penalty only $d_i + l \ne 0$ is assumed, so $l = 0$ is admitted when no $d_i$ vanishes.

```lean
/-- The risk of the ridge estimate is the mode sum with `t = Uᵀ β`. -/
theorem risk_eq {μ : Measure Ω} [IsProbabilityMeasure μ] {X : Matrix n p ℝ} {U : Matrix p p ℝ}
    {d : p → ℝ} {s l : ℝ} {ε : n → Ω → ℝ} (h : Spectral X U d) (hε : WhiteNoise μ s ε)
    (hdl : ∀ i, d i + l ≠ 0) (β : p → ℝ) : risk μ X l β ε = modeRisk s l d (Uᵀ *ᵥ β) := by
  have hZZ : (X * U)ᵀ * (X * U) = diagonal d := by
    calc _ = Uᵀ * (Xᵀ * X) * U := by simp only [transpose_mul, Matrix.mul_assoc]
      _ = (Uᵀ * U) * diagonal d * (Uᵀ * U) := by rw [h.diag]; simp only [Matrix.mul_assoc]
      _ = diagonal d := by rw [h.orth, Matrix.one_mul, Matrix.mul_one]
  have hZ : ∀ i, ∑ k, (X * U) k i ^ 2 = d i := by
    intro i
    have := congrFun (congrFun hZZ i) i
    rw [Matrix.mul_apply, diagonal_apply_eq] at this
    simpa only [transpose_apply, sq] using this
  have hm := fun i => mean_sq hε (-(l * (Uᵀ *ᵥ β) i)) fun k => (X * U) k i
  have hs := average_sum
    (fun i ω => (-(l * (Uᵀ *ᵥ β) i) + ∑ k, (X * U) k i * ε k ω) ^ 2 / (d i + l) ^ 2)
    fun i => (hm i).1.div_const _
  calc risk μ X l β ε = ∫ ω, ∑ i,
        (-(l * (Uᵀ *ᵥ β) i) + ∑ k, (X * U) k i * ε k ω) ^ 2 / (d i + l) ^ 2 ∂μ := by
        unfold risk
        congr 1
        funext ω
        exact error_eq h hdl β _
    _ = _ := hs.2
    _ = _ := Finset.sum_congr rfl fun i _ => by
        rw [integral_div, (hm i).2, hZ i]
        ring
```

## Comparison of the two estimators

Under the hypotheses of the claim, `ridge_risk_lt` states that least squares has risk $\sum_i s/d_i$ and that ridge has strictly smaller risk. It applies `risk_eq` at $0$ and at $l$, then `hoerl_kennard`. Rank-deficient designs, correlated or unequal noise, random $X$, model error and a data-dependent $l$ are not covered by this comparison.

```lean
/-- For white noise with `s > 0`, all `dᵢ > 0` and at least one parameter, least squares has risk `∑
s / dᵢ`, and ridge with `l > 0` and `l (Uᵀβ)ᵢ² ≤ 2s` for all modes has strictly smaller risk. -/
theorem ridge_risk_lt [Nonempty p] {μ : Measure Ω} [IsProbabilityMeasure μ]
    {X : Matrix n p ℝ} {U : Matrix p p ℝ} {d : p → ℝ} {s l : ℝ} {ε : n → Ω → ℝ} {β : p → ℝ}
    (h : Spectral X U d) (hε : WhiteNoise μ s ε) (hd : ∀ i, 0 < d i) (hs : 0 < s)
    (hl : 0 < l) (ht : ∀ i, l * (Uᵀ *ᵥ β) i ^ 2 ≤ 2 * s) :
    risk μ X 0 β ε = ∑ i, s / d i ∧ risk μ X l β ε < risk μ X 0 β ε := by
  have h0 : risk μ X 0 β ε = ∑ i, s / d i := by
    rw [risk_eq h hε fun i => by rw [add_zero]; exact (hd i).ne']
    refine Finset.sum_congr rfl fun i _ => ?_
    have := hd i
    rw [div_eq_div_iff (by positivity) this.ne']
    ring
  refine ⟨h0, ?_⟩
  rw [h0, risk_eq h hε fun i => (add_pos (hd i) hl).ne']
  exact hoerl_kennard hd hs hl ht
```

A concrete instance of `Spectral` and `WhiteNoise` has two observations and two parameters, $X^TX = \begin{pmatrix} 73 & -36 \\ -36 & 52\end{pmatrix}$ with eigenvalues $25$ and $100$, and noise of variance $s = 1$ given by the four equally likely sign pairs $(\pm1, \pm1)$.

```lean
/-- An explicit design with `d = (25, 100)` and a unit white noise on four equally likely
outcomes. -/
theorem model_witness :
    Spectral (!![3, 4; -8, 6] : Matrix (Fin 2) (Fin 2) ℝ) !![3 / 5, -4 / 5; 4 / 5, 3 / 5]
      ![25, 100] ∧
    WhiteNoise (PMF.uniformOfFintype (Fin 4)).toMeasure 1
      (![![1, 1, -1, -1], ![1, -1, 1, -1]] : Fin 2 → Fin 4 → ℝ) := by
  refine ⟨⟨?_, ?_⟩, fun k => MemLp.of_discrete, fun k => ?_, fun k j => ?_⟩
  · ext i j
    fin_cases i <;> fin_cases j <;> simp [Matrix.mul_apply, Fin.sum_univ_two] <;> norm_num
  · have hD : diagonal (![25, 100] : Fin 2 → ℝ) = !![25, 0; 0, 100] := by
      ext i j
      fin_cases i <;> fin_cases j <;> simp
    rw [hD]
    ext i j
    fin_cases i <;> fin_cases j <;>
      simp [Matrix.mul_apply, Fin.sum_univ_two] <;> norm_num
  · fin_cases k <;> simp [PMF.integral_eq_sum, Fin.sum_univ_four] <;> norm_num
  · fin_cases k <;> fin_cases j <;>
      simp [PMF.integral_eq_sum, Fin.sum_univ_four] <;> norm_num

end

end RidgeRisk
```

```lean
#print axioms RidgeRisk.threshold_sharp
#print axioms RidgeRisk.ridge_risk_lt
```

```
'RidgeRisk.threshold_sharp' depends on axioms: [propext, Classical.choice, Quot.sound]
'RidgeRisk.ridge_risk_lt' depends on axioms: [propext, Classical.choice, Quot.sound]
```
